# With real orbitals and a nondegenerate ground state, the second-order spin-orbit tensor is real and positive semidefinite

Suppose the spin levels of a magnetic ion are to be read off from a tensor $\Lambda$ that describes how spin-orbit coupling mixes excited orbitals into the ground orbital. If $\Lambda$ had an imaginary antisymmetric part, the spin commutators would turn it into a term linear in the spin, and a spin-1/2 doublet would split with no magnetic field. If $\Lambda$ had a negative eigenvalue, mixing with higher states could push the ground level up. Neither happens when the orbitals can be chosen real and the orbital ground state is nondegenerate.

## From imaginary matrix elements to a sum of squares

Take a finite orthonormal basis of real orbitals $e_n$ with energies $E_n$, and let $g$ label the ground state, so that $E_n>E_g$ for $n\neq g$. Set $\hbar=1$. Angular momentum is Hermitian and has imaginary matrix elements between real orbitals, so $L_a=iA_a$ with $A_a$ real and antisymmetric. Define

$$\Lambda_{ab}=\sum_{n\neq g}\frac{(L_a)_{gn}(L_b)_{ng}}{E_n-E_g}.$$

Antisymmetry makes each numerator real:

$$(L_a)_{gn}(L_b)_{ng}=i^2(A_a)_{gn}(A_b)_{ng}=(A_a)_{ng}(A_b)_{ng}.$$

Exchanging $a$ and $b$ changes nothing, so $\Lambda$ is real and symmetric. For a real vector $v$, write $v\cdot L=\sum_a v_aL_a$. Then

$$v\cdot\Lambda v=\sum_{n\neq g}\frac{\left(\sum_a v_a(A_a)_{ng}\right)^2}{E_n-E_g}=\sum_{n\neq g}\frac{|(v\cdot L)_{ng}|^2}{E_n-E_g}\geq 0.$$

If this sum is zero, every term is zero, and hence $(v\cdot L)_{ng}=0$ for all $n\neq g$. The remaining component vanishes in any case, because $(A_a)_{gg}=-(A_a)_{gg}$. Therefore $(v\cdot L)e_g=0$. Conversely, if $(v\cdot L)e_g=0$, every term of the sum vanishes.

The spin enters through the coupling $\zeta\,L\cdot S$. For an ion with several electrons, this form holds within one term, that is, within a single set of $(2L+1)(2S+1)$ states with given total $L$ and $S$. The $e_n$ are then the orbital states of that term, and $\zeta$ is its spin-orbit constant, often written $\lambda$. Its block between orbitals $m$ and $n$ is $V_{mn}=\zeta\sum_a(L_a)_{mn}S_a$. The first-order term $V_{gg}$ is zero, and the second-order term is

$$-\sum_{n\neq g}\frac{V_{gn}V_{ng}}{E_n-E_g}=-\zeta^2\sum_{a,b}\Lambda_{ab}S_aS_b.$$

In this finite-basis, second-order model, $-\zeta^2\Lambda$ is thus the zero-field splitting tensor, up to a multiple of the identity that shifts all spin levels equally. It has real orthogonal principal axes. For spin 1/2 the whole operator is a constant, so a splitting requires a spin of at least 1. Excited states from other terms, whether of the same or of different spin, and the dipolar coupling between spins can also contribute in a real ion and are left out.

## Orbitals, components and the tensor in Lean

The types `ι`, `κ` and `σ` index the orbitals, the components of $L$ and the spin states. All are finite, of any size; `σ` has nothing to do with Pauli matrices.

```lean
import Mathlib

open Matrix Finset

namespace SpinOrbitAnisotropy

noncomputable section

variable {ι κ σ : Type*} [Fintype ι] [DecidableEq ι] [Fintype κ] [Fintype σ]
```

The operator $L=iA$ is built from a real matrix. Antisymmetry is left to the theorems that need it.

```lean
/-- The orbital operator `L = i A` built from a real matrix `A`. -/
def orbitalL (A : Matrix ι ι ℝ) : Matrix ι ι ℂ :=
  Complex.I • A.map (fun x => (x : ℂ))

/-- The component `v · L` of the orbital angular momentum along a real vector `v`. -/
def orbitalAlong (A : κ → Matrix ι ι ℝ) (v : κ → ℝ) : Matrix ι ι ℂ :=
  ∑ a, (v a : ℂ) • orbitalL (A a)
```

The tensor is defined as a complex matrix, straight from the perturbation sum; `univ.erase g` is the set of states other than $g$. The letter `g` is a state label, not a g-factor.

```lean
/-- The second-order tensor `Λ_ab = ∑ (L_a)_gn (L_b)_ng / (E_n - E_g)`, summed over `n ≠ g`,
for energies with `E_n ≠ E_g` whenever `n ≠ g`. -/
def lam (A : κ → Matrix ι ι ℝ) (E : ι → ℝ) (g : ι) : Matrix κ κ ℂ :=
  Matrix.of fun a b => ∑ n ∈ univ.erase g,
    orbitalL (A a) g n * orbitalL (A b) n g / ((E n - E g : ℝ) : ℂ)
```

Positivity is stated for the real matrix `lamRe`. Taking real parts could hide an imaginary part, so the main theorem also proves that nothing is lost.

```lean
/-- The entrywise real part of the tensor `Λ`, for energies with `E_n ≠ E_g` whenever `n ≠ g`. -/
def lamRe (A : κ → Matrix ι ι ℝ) (E : ι → ℝ) (g : ι) : Matrix κ κ ℝ :=
  (lam A E g).map Complex.re
```

## Real numerators and quenching

```lean
omit [Fintype ι] [DecidableEq ι] in
/-- The matrix elements of `L = i A` are `i` times those of `A`. -/
theorem orbitalL_apply (A : Matrix ι ι ℝ) (m n : ι) :
    orbitalL A m n = Complex.I * (A m n : ℂ) := by
  simp [orbitalL]
```

The next lemma is the numerator calculation. Here `h` is antisymmetry read at one entry, and `linear_combination` supplies $i^2=-1$.

```lean
omit [Fintype κ] in
/-- For antisymmetric `A_k`, each entry `Λ_ab` is the real number
`∑ (A_a)_ng (A_b)_ng / (E_n - E_g)`, summed over the states `n ≠ g`. -/
theorem lam_apply {A : κ → Matrix ι ι ℝ} (hA : ∀ k, (A k)ᵀ = -A k)
    (E : ι → ℝ) (g : ι) (a b : κ) :
    lam A E g a b =
      ((∑ n ∈ univ.erase g, A a n g * A b n g / (E n - E g) : ℝ) : ℂ) := by
  simp only [lam, Matrix.of_apply, orbitalL_apply]
  rw [Complex.ofReal_sum]
  refine Finset.sum_congr rfl fun n _ => ?_
  have h : A a g n = -A a n g := congrFun (congrFun (hA a) n) g
  rw [h]
  push_cast
  -- the two factors of `i` cancel the sign from antisymmetry
  linear_combination
    (-((A a n g : ℂ) * (A b n g : ℂ)) / ((E n : ℂ) - (E g : ℂ))) * Complex.I_sq
```

For a nondegenerate state, quenching is the vanishing of the diagonal element. The lemma gives this zero for every real basis state, not only the lowest. In a degenerate level, matrix elements between different states of the level can survive, and the angular momentum is then not quenched there.

```lean
omit [Fintype ι] [DecidableEq ι] in
/-- Orbital quenching: for antisymmetric `A_k`, the expectation value of `v · L` in any
basis state vanishes. -/
theorem quenching {A : κ → Matrix ι ι ℝ} (hA : ∀ k, (A k)ᵀ = -A k)
    (v : κ → ℝ) (g : ι) : orbitalAlong A v g g = 0 := by
  have h : ∀ a, A a g g = 0 := fun a => by
    have h1 : A a g g = -A a g g := congrFun (congrFun (hA a) g) g
    linarith
  simp [orbitalAlong, Matrix.sum_apply, orbitalL_apply, h]
```

## The quadratic form and its zeros

The inner statement `hn` expands $|(v\cdot L)_{ng}|^2$ as a double sum over components, using $|i|=1$. The rest exchanges the order of summation. No ordering of the energies is needed yet.

```lean
/-- For antisymmetric `A_k`, the quadratic form `v · Λ v` is the sum over the states `n ≠ g`
of `|(v · L)_ng|² / (E_n - E_g)`. -/
theorem quadratic_form {A : κ → Matrix ι ι ℝ} (hA : ∀ k, (A k)ᵀ = -A k)
    (E : ι → ℝ) (g : ι) (v : κ → ℝ) :
    v ⬝ᵥ lamRe A E g *ᵥ v =
      ∑ n ∈ univ.erase g, ‖orbitalAlong A v n g‖ ^ 2 / (E n - E g) := by
  have hn : ∀ n, ‖orbitalAlong A v n g‖ ^ 2 =
      ∑ a, ∑ b, (v a * A a n g) * (v b * A b n g) := fun n => by
    have h : orbitalAlong A v n g = Complex.I * ((∑ a, v a * A a n g : ℝ) : ℂ) := by
      simp only [orbitalAlong, Matrix.sum_apply, Matrix.smul_apply, orbitalL_apply, smul_eq_mul]
      rw [Complex.ofReal_sum, Finset.mul_sum]
      refine Finset.sum_congr rfl fun a _ => ?_
      push_cast
      ring
    rw [h, norm_mul, Complex.norm_I, one_mul, Complex.norm_real, Real.norm_eq_abs, sq_abs,
      sq, Finset.sum_mul_sum]
  simp only [dotProduct, Matrix.mulVec, lamRe, Matrix.map_apply, lam_apply hA,
    Complex.ofReal_re, hn, Finset.sum_div, Finset.mul_sum, Finset.sum_mul]
  symm
  rw [Finset.sum_comm]
  refine Finset.sum_congr rfl fun a _ => ?_
  rw [Finset.sum_comm]
  refine Finset.sum_congr rfl fun b _ => Finset.sum_congr rfl fun n _ => ?_
  ring
```

The main theorem has four parts: the complex tensor equals its real part, that part is symmetric, it is positive semidefinite, and its quadratic form vanishes exactly when $(v\cdot L)e_g=0$. The vector $e_g$ is written `Pi.single g 1`, and `hcol` identifies $(v\cdot L)e_g$ with column $g$. The hypothesis `hE` says that the ground state is nondegenerate and lowest, which makes each term nonnegative (`hterm`). In the last part, a vanishing sum of nonnegative terms is split into vanishing terms, and `quenching` deals with the case $n=g$.

```lean
/-- For antisymmetric `A_k` and a ground state `g` strictly below all other states, `Λ` is real,
symmetric and positive semidefinite, and `v · Λ v = 0` exactly when `(v · L) e_g = 0`. -/
theorem anisotropy_tensor {A : κ → Matrix ι ι ℝ} (hA : ∀ k, (A k)ᵀ = -A k)
    {E : ι → ℝ} {g : ι} (hE : ∀ n, n ≠ g → E g < E n) :
    (lamRe A E g).map (fun x => (x : ℂ)) = lam A E g ∧
    (lamRe A E g).IsSymm ∧ (lamRe A E g).PosSemidef ∧
    ∀ v : κ → ℝ, v ⬝ᵥ lamRe A E g *ᵥ v = 0 ↔
      orbitalAlong A v *ᵥ Pi.single g 1 = 0 := by
  have hsymm : ∀ a b, lamRe A E g b a = lamRe A E g a b := fun a b => by
    simp only [lamRe, Matrix.map_apply, lam_apply hA, Complex.ofReal_re]
    exact Finset.sum_congr rfl fun n _ => by ring
  have hterm : ∀ v : κ → ℝ, ∀ n ∈ univ.erase g,
      0 ≤ ‖orbitalAlong A v n g‖ ^ 2 / (E n - E g) := fun v n hn =>
    div_nonneg (sq_nonneg _) (sub_nonneg.mpr (hE n (Finset.ne_of_mem_erase hn)).le)
  have hcol : ∀ (v : κ → ℝ) (n : ι),
      (orbitalAlong A v *ᵥ Pi.single g 1) n = orbitalAlong A v n g := fun v n => by
    simp [Matrix.mulVec, dotProduct, Pi.single_apply]
  refine ⟨?_, Matrix.IsSymm.ext hsymm, ?_, fun v => ?_⟩
  · ext a b
    simp only [lamRe, Matrix.map_apply, lam_apply hA, Complex.ofReal_re]
  · refine Matrix.PosSemidef.of_dotProduct_mulVec_nonneg
      (Matrix.IsHermitian.ext fun a b => ?_) fun v => ?_
    · rw [star_trivial, hsymm]
    · rw [star_trivial, quadratic_form hA]
      exact Finset.sum_nonneg (hterm v)
  · rw [quadratic_form hA, Finset.sum_eq_zero_iff_of_nonneg (hterm v)]
    constructor
    · intro h
      funext n
      rw [hcol, Pi.zero_apply]
      by_cases hn : n = g
      · rw [hn]
        exact quenching hA v g
      · -- an excited component vanishes because its energy gap is positive
        rcases div_eq_zero_iff.mp (h n (Finset.mem_erase.mpr ⟨hn, mem_univ n⟩)) with h1 | h1
        · exact norm_eq_zero.mp ((pow_eq_zero_iff two_ne_zero).mp h1)
        · exact absurd h1 (sub_pos.mpr (hE n hn)).ne'
    · intro h n _
      have h1 : orbitalAlong A v n g = 0 := by rw [← hcol, h, Pi.zero_apply]
      simp [h1]
```

## Bounds from the excitation energies

If every excitation energy is at least $\Delta>0$, replacing each denominator by $\Delta$ can only increase the sum. Adding the nonnegative term $n=g$ then gives the full squared norm of $(v\cdot L)e_g$.

```lean
/-- For antisymmetric `A_k`, if every excited state lies at least `Δ > 0` above the ground state,
then `v · Λ v` is at most the squared norm of `(v · L) e_g` divided by `Δ`. -/
theorem gap_bound {A : κ → Matrix ι ι ℝ} (hA : ∀ k, (A k)ᵀ = -A k)
    {E : ι → ℝ} {g : ι} {Δ : ℝ} (hΔ : 0 < Δ) (hE : ∀ n, n ≠ g → Δ ≤ E n - E g)
    (v : κ → ℝ) :
    v ⬝ᵥ lamRe A E g *ᵥ v ≤ (∑ n, ‖orbitalAlong A v n g‖ ^ 2) / Δ := by
  rw [quadratic_form hA, Finset.sum_div]
  calc _ ≤ ∑ n ∈ univ.erase g, ‖orbitalAlong A v n g‖ ^ 2 / Δ :=
        Finset.sum_le_sum fun n hn =>
          div_le_div_of_nonneg_left (sq_nonneg _) hΔ (hE n (Finset.ne_of_mem_erase hn))
    _ ≤ _ := Finset.sum_le_sum_of_subset_of_nonneg (Finset.erase_subset _ _)
        fun n _ _ => div_nonneg (sq_nonneg _) hΔ.le
```

The same argument run the other way gives a neighbouring estimate, derived here in prose only. If every excitation energy is at most $W>0$, then $v\cdot\Lambda v\geq\|(v\cdot L)e_g\|^2/W$. Quenching is now essential, since the term $n=g$ must be zero for the full norm to appear.

## The effective spin operator

The matrices `S` are arbitrary: no spin commutation relations are assumed.

```lean
/-- The spin operator `ζ ∑ (L_a)_mn S_a`: the block of the spin-orbit coupling `ζ L · S`
between the orbital states `m` and `n`. -/
def socBlock (A : κ → Matrix ι ι ℝ) (S : κ → Matrix σ σ ℂ) (ζ : ℝ) (m n : ι) :
    Matrix σ σ ℂ :=
  (ζ : ℂ) • ∑ a, orbitalL (A a) m n • S a
```

The second-order formula is taken as the definition of `effSpin`. That its eigenvalues approximate the low-lying levels of the full Hamiltonian, measured from $E_g$, when $\zeta$ is small against the excitation energies is the step from this model to a real ion, and it is assumed.

```lean
/-- The second-order effective spin operator `-∑ V_gn V_ng / (E_n - E_g)` over `n ≠ g`, with `V`
the spin-orbit coupling, for energies with `E_n ≠ E_g` whenever `n ≠ g`. -/
def effSpin (A : κ → Matrix ι ι ℝ) (S : κ → Matrix σ σ ℂ) (ζ : ℝ) (E : ι → ℝ) (g : ι) :
    Matrix σ σ ℂ :=
  -∑ n ∈ univ.erase g,
    ((E n - E g : ℝ) : ℂ)⁻¹ • (socBlock A S ζ g n * socBlock A S ζ n g)
```

The proof multiplies out the two blocks in `key`, keeping the order $S_aS_b$, and then exchanges the sums. The identity is algebraic and needs neither antisymmetry nor a lowest state.

```lean
/-- The second-order effective spin operator equals `-ζ² ∑ Λ_ab S_a S_b`. -/
theorem effective_spin_hamiltonian (A : κ → Matrix ι ι ℝ) (S : κ → Matrix σ σ ℂ)
    (ζ : ℝ) (E : ι → ℝ) (g : ι) :
    effSpin A S ζ E g = -((ζ : ℂ) ^ 2 • ∑ a, ∑ b, lam A E g a b • (S a * S b)) := by
  have key : ∀ n, socBlock A S ζ g n * socBlock A S ζ n g = ∑ a, ∑ b,
      ((ζ : ℂ) ^ 2 * (orbitalL (A a) g n * orbitalL (A b) n g)) • (S a * S b) := fun n => by
    unfold socBlock
    rw [smul_mul_smul_comm, Finset.sum_mul_sum, Finset.smul_sum]
    refine Finset.sum_congr rfl fun a _ => ?_
    rw [Finset.smul_sum]
    refine Finset.sum_congr rfl fun b _ => ?_
    rw [smul_mul_smul_comm, smul_smul, sq]
  simp only [effSpin, key, lam, Matrix.of_apply, Finset.smul_sum, Finset.sum_smul]
  -- exchange the sum over excited states with the sums over components
  rw [neg_inj, Finset.sum_comm]
  refine Finset.sum_congr rfl fun a _ => ?_
  rw [Finset.sum_comm]
  refine Finset.sum_congr rfl fun b _ => Finset.sum_congr rfl fun n _ => ?_
  rw [smul_smul, smul_smul]
  congr 1
  ring
```

## A p shell with $p_z$ lowest

Lean counts from zero, so indices 0, 1, 2 stand for $x,y,z$, both for components and for orbitals.

```lean
/-- The real antisymmetric matrices of a p shell in the basis `p_x, p_y, p_z`. -/
def pGen : Fin 3 → Matrix (Fin 3) (Fin 3) ℝ :=
  ![!![0, 0, 0; 0, 0, -1; 0, 1, 0], !![0, 0, 1; 0, 0, 0; -1, 0, 0],
    !![0, -1, 0; 1, 0, 0; 0, 0, 0]]
```

With energies 2, 1, 0, the operator $L_x$ connects $p_z$ to $p_y$ across a gap of 1, and $L_y$ connects it to $p_x$ across a gap of 2. Since $L_zp_z=0$, the third diagonal entry is zero, and $\Lambda=\mathrm{diag}(1,\tfrac12,0)$. The example meets the hypotheses of the main theorem, and the commutator $[L_x,L_y]=iL_z$ confirms the sign convention. The proof checks the entries case by case.

```lean
/-- A p shell with energies 2, 1, 0 for `p_x, p_y, p_z` has antisymmetric `A_k`, lowest state
`p_z`, `[L_x, L_y] = i L_z`, and `Λ = diag(1, 1/2, 0)`. -/
theorem pShell_witness :
    (∀ k, (pGen k)ᵀ = -pGen k) ∧
    (∀ n : Fin 3, n ≠ 2 → (![2, 1, 0] : Fin 3 → ℝ) 2 < (![2, 1, 0] : Fin 3 → ℝ) n) ∧
    orbitalL (pGen 0) * orbitalL (pGen 1) - orbitalL (pGen 1) * orbitalL (pGen 0) =
      Complex.I • orbitalL (pGen 2) ∧
    lamRe pGen ![2, 1, 0] 2 = !![1, 0, 0; 0, 1 / 2, 0; 0, 0, 0] := by
  have hA : ∀ k, (pGen k)ᵀ = -pGen k := by
    intro k
    fin_cases k <;> ext i j <;> fin_cases i <;> fin_cases j <;> simp [pGen]
  refine ⟨hA, ?_, ?_, ?_⟩
  · intro n hn
    fin_cases n <;> simp at hn ⊢
  · ext i j
    fin_cases i <;> fin_cases j <;>
      simp [orbitalL_apply, pGen, Matrix.mul_apply, Fin.sum_univ_succ]
  · have hs : (univ : Finset (Fin 3)).erase 2 = {0, 1} := by decide
    ext a b
    simp only [lamRe, Matrix.map_apply, lam_apply hA, Complex.ofReal_re]
    rw [hs, Finset.sum_pair (by decide)]
    fin_cases a <;> fin_cases b <;> simp [pGen]

end

end SpinOrbitAnisotropy
```

```lean
#print axioms SpinOrbitAnisotropy.anisotropy_tensor
#print axioms SpinOrbitAnisotropy.gap_bound
#print axioms SpinOrbitAnisotropy.effective_spin_hamiltonian
```

```
'SpinOrbitAnisotropy.anisotropy_tensor' depends on axioms: [propext, Classical.choice, Quot.sound]
'SpinOrbitAnisotropy.gap_bound' depends on axioms: [propext, Classical.choice, Quot.sound]
'SpinOrbitAnisotropy.effective_spin_hamiltonian' depends on axioms: [propext, Classical.choice, Quot.sound]
```
